# A two-level Trotter energy strictly below the ground state

Q: Take $A=\begin{pmatrix}1&0\\0&-1\end{pmatrix}$, $B=\begin{pmatrix}0&1\\1&0\end{pmatrix}$ and an imaginary-time step $\tau=1$. The ground-state energy of $A+B$ is $-\sqrt2\approx-1.414$. You say that the symmetric Trotter step gives about $-1.513$. How can an energy estimate end up below the ground state?

A: Because it is not an expectation value of $A+B$. Exact propagation by $e^{-\tau(A+B)}$ has largest eigenvalue $e^{-\tau E}$, where $E$ is the lowest energy, so $E=-\ln(m)/\tau$ with $m$ that largest eigenvalue. The Trotter step is a different matrix, $T=e^{-\tau A/2}e^{-\tau B}e^{-\tau A/2}$. In the example its largest eigenvalue is $m\approx4.542$, and $-\ln m\approx-1.513$. The variational principle for $A+B$ does not protect this number.

Q: One example could be an accident of the parameters. Show me the general case.

A: Let $A=a\,\mathrm{diag}(1,-1)$ and let $B$ have off-diagonal entries $b$ and zero diagonal, with $a,b$ real and nonzero and $\tau>0$. The eigenvalues $\mu$ of $A+B$ satisfy $\mu^2=a^2+b^2$, so $E=-\sqrt{a^2+b^2}$.

For the Trotter step, $e^{-\tau A/2}=\mathrm{diag}(e^{-\tau a/2},e^{\tau a/2})$. The matrix $e^{-\tau B}$ has $\cosh\tau b$ on the diagonal and $-\sinh\tau b$ off it. Multiplying out,
$$T=\begin{pmatrix}e^{-\tau a}\cosh\tau b&-\sinh\tau b\\-\sinh\tau b&e^{\tau a}\cosh\tau b\end{pmatrix}.$$
Its determinant is $\cosh^2\tau b-\sinh^2\tau b=1$ and its trace is $2c$, with $c=\cosh\tau a\,\cosh\tau b\ge1$. The characteristic equation $\mu^2-2c\mu+1=0$ is the same as $(\mu-c)^2=c^2-1$. Hence $m=c+\sqrt{c^2-1}\ge1$ and $1/m=c-\sqrt{c^2-1}$, which gives
$$\cosh(\ln m)=\tfrac12(m+1/m)=c.$$

Q: So you need to compare $c$ with $\cosh(\tau\sqrt{a^2+b^2})$.

A: Yes. Put $x=\tau a$ and $y=\tau b$. The addition formulas and the power series of cosh give
$$\cosh x\cosh y=\frac{\cosh(x+y)+\cosh(x-y)}2=\sum_{n\ge0}\frac{(x+y)^{2n}+(x-y)^{2n}}{2\,(2n)!}.$$
The numbers $u=(x+y)^2$ and $v=(x-y)^2$ have mean $x^2+y^2$. Since $t\mapsto t^n$ is convex for $t\ge0$, we have $(u^n+v^n)/2\ge(x^2+y^2)^n$, and the right-hand side divided by $(2n)!$ is the $n$-th term of $\cosh\sqrt{x^2+y^2}$. At $n=2$ the two sides of the convexity inequality differ by $(u-v)^2/4=4x^2y^2>0$. Therefore
$$\cosh(\tau\sqrt{a^2+b^2})<\cosh\tau a\,\cosh\tau b=\cosh(\ln m).$$
Both arguments are nonnegative and cosh increases there, so $\tau\sqrt{a^2+b^2}<\ln m$. Dividing by $-\tau$ gives $-\ln(m)/\tau<E$.

Q: The algebra convinces me. I am less sure that the Lean file speaks about the same objects. What is an eigenvalue there?

A: The usual thing: a real number $\mu$ for which some nonzero real vector $v$ satisfies $Mv=\mu v$. Both matrices of interest are real and symmetric, so restricting to real numbers and real vectors loses no part of the spectrum. `M₂` stands for real two-by-two matrices.

```lean
import Mathlib

open Matrix

namespace TrotterEnergyNotVariational

noncomputable section

local notation "M₂" => Matrix (Fin 2) (Fin 2) ℝ

/-- The real eigenvalues of a real two-level matrix: numbers with a nonzero eigenvector. -/
def eigenvalues (M : M₂) : Set ℝ := {μ | ∃ v : Fin 2 → ℝ, v ≠ 0 ∧ M *ᵥ v = μ • v}
```

Q: And the Hamiltonian?

A: It is the sum of two terms. `fieldTerm a` is $A$, which puts the two levels at energies $\pm a$; `couplingTerm b` is $B$, which mixes them. Either parameter may be negative.

```lean
/-- The diagonal part `A = a diag(1, -1)` of the Hamiltonian. -/
def fieldTerm (a : ℝ) : M₂ := a • !![1, 0; 0, -1]

/-- The off-diagonal part `B` of the Hamiltonian, coupling the two levels with strength `b`. -/
def couplingTerm (b : ℝ) : M₂ := b • !![0, 1; 1, 0]
```

Q: Is the Trotter step defined by the closed form you just derived? That would assume part of the answer.

A: No. It is defined as a product of three true matrix exponentials, `NormedSpace.exp`, and the closed form is a theorem. The half steps of $A$ stand on the outside, and $\tau$ is in units of inverse energy.

```lean
/-- One symmetric imaginary-time Trotter step `exp(-τA/2) exp(-τB) exp(-τA/2)`. -/
def trotterStep (a b τ : ℝ) : M₂ :=
  NormedSpace.exp ((-(τ / 2)) • fieldTerm a) * NormedSpace.exp ((-τ) • couplingTerm b) *
    NormedSpace.exp ((-(τ / 2)) • fieldTerm a)
```

Q: Then lead me through the proofs. How does the eigenvector definition become a quadratic equation?

A: The equation $Mv=\mu v$ is rewritten as $(M-\mu 1)v=0$. A nonzero solution exists exactly when the determinant vanishes, which is what `Matrix.exists_mulVec_eq_zero_iff` says. For entries $p,q,r,s$ this reads $(p-\mu)(s-\mu)-qr=0$.

```lean
/-- The eigenvalues of a two-level matrix are the roots of its characteristic polynomial. -/
theorem mem_eigenvalues_iff (p q r s μ : ℝ) :
    μ ∈ eigenvalues !![p, q; r, s] ↔ (p - μ) * (s - μ) - q * r = 0 := by
  have h : ∀ v : Fin 2 → ℝ, !![p, q; r, s] *ᵥ v = μ • v ↔
      (!![p, q; r, s] - μ • (1 : M₂)) *ᵥ v = 0 := by
    intro v
    rw [Matrix.sub_mulVec, Matrix.smul_mulVec, Matrix.one_mulVec, sub_eq_zero]
  have hd : (!![p, q; r, s] - μ • (1 : M₂)).det = (p - μ) * (s - μ) - q * r := by
    simp [Matrix.det_fin_two]
  change (∃ v : Fin 2 → ℝ, v ≠ 0 ∧ !![p, q; r, s] *ᵥ v = μ • v) ↔ _
  simp only [h]
  rw [Matrix.exists_mulVec_eq_zero_iff, hd]
```

The ground-state energy follows. `IsLeast` requires two things: that $-\sqrt{a^2+b^2}$ is an eigenvalue, and that no eigenvalue lies below it. The first is a substitution into the quadratic; the second comes from $\mu^2\le a^2+b^2$.

```lean
/-- The lowest eigenvalue of `A + B` is `-√(a² + b²)`. -/
theorem ground_energy (a b : ℝ) :
    IsLeast (eigenvalues (fieldTerm a + couplingTerm b)) (-√(a ^ 2 + b ^ 2)) := by
  have hH : fieldTerm a + couplingTerm b = !![a, b; b, -a] := by
    ext i j
    fin_cases i <;> fin_cases j <;> simp [fieldTerm, couplingTerm]
  have hs : √(a ^ 2 + b ^ 2) ^ 2 = a ^ 2 + b ^ 2 := Real.sq_sqrt (by positivity)
  rw [hH]
  refine ⟨(mem_eigenvalues_iff _ _ _ _ _).2 (by linear_combination hs), fun μ hμ => ?_⟩
  rw [mem_eigenvalues_iff] at hμ
  have h : μ ^ 2 ≤ a ^ 2 + b ^ 2 := by linarith
  exact (abs_le.1 (Real.abs_le_sqrt h)).1
```

Q: How are the exponentials evaluated?

A: The diagonal one is taken entry by entry.

```lean
/-- The exponential of a traceless diagonal two-level matrix. -/
theorem exp_diag (s : ℝ) :
    NormedSpace.exp (!![s, 0; 0, -s] : M₂) = !![Real.exp s, 0; 0, Real.exp (-s)] := by
  have h : (!![s, 0; 0, -s] : M₂) = Matrix.diagonal ![s, -s] := by
    ext i j
    fin_cases i <;> fin_cases j <;> simp
  rw [h, Matrix.exp_diagonal]
  ext i j
  fin_cases i <;> fin_cases j <;> simp [Real.exp_eq_exp_ℝ]
```

The coupling is first rotated to its eigenbasis. The columns of `U` are the unnormalised eigenvectors $(1,1)$ and $(1,-1)$; the normalised ones are $(1,1)/\sqrt2$ and $(1,-1)/\sqrt2$. `V` is the inverse of `U`, so the missing factors cancel. `Matrix.exp_conj` moves the exponential inside the change of basis, and the diagonal result finishes the calculation.

```lean
/-- The exponential of a pure coupling mixes the two levels with hyperbolic amplitudes. -/
theorem exp_coupling (s : ℝ) : NormedSpace.exp (!![0, s; s, 0] : M₂) =
    !![Real.cosh s, Real.sinh s; Real.sinh s, Real.cosh s] := by
  -- rotate to the eigenbasis of the coupling
  obtain ⟨U, hU⟩ : ∃ U : M₂, U = !![1, 1; 1, -1] := ⟨_, rfl⟩
  obtain ⟨V, hV⟩ : ∃ V : M₂, V = !![1/2, 1/2; 1/2, -1/2] := ⟨_, rfl⟩
  have hUV : U * V = 1 := by
    rw [hU, hV]
    ext i j
    fin_cases i <;> fin_cases j <;> norm_num [Matrix.mul_apply, Fin.sum_univ_succ]
  have hinv : U⁻¹ = V := Matrix.inv_eq_right_inv hUV
  have hu : IsUnit U := ⟨⟨U, V, hUV, mul_eq_one_comm.1 hUV⟩, rfl⟩
  have hD : (!![0, s; s, 0] : M₂) = U * !![s, 0; 0, -s] * U⁻¹ := by
    rw [hinv, hU, hV]
    ext i j
    fin_cases i <;> fin_cases j <;> simp [Matrix.mul_apply, Fin.sum_univ_succ] <;> ring
  rw [hD, Matrix.exp_conj _ _ hu, exp_diag, hinv, hU, hV, Real.cosh_eq, Real.sinh_eq]
  ext i j
  fin_cases i <;> fin_cases j <;> simp [Matrix.mul_apply, Fin.sum_univ_succ] <;> ring
```

The three factors are then multiplied. The auxiliary statement `sandwich` does this for general entries: because the two outer diagonal entries have product 1, the off-diagonal element passes through unchanged. This is the matrix $T$ from above.

```lean
/-- The Trotter step in closed form. -/
theorem trotterStep_eq (a b τ : ℝ) : trotterStep a b τ =
    !![Real.exp (-(τ * a)) * Real.cosh (τ * b), -Real.sinh (τ * b);
      -Real.sinh (τ * b), Real.exp (τ * a) * Real.cosh (τ * b)] := by
  have sandwich : ∀ {u v : ℝ} (c s : ℝ), u * v = 1 →
      !![u, 0; 0, v] * !![c, s; s, c] * !![u, 0; 0, v] = !![u * u * c, s; s, v * v * c] := by
    intro u v c s huv
    have h : u * s * v = s := by linear_combination s * huv
    have h' : v * s * u = s := by linear_combination s * huv
    rw [Matrix.mul_fin_two, Matrix.mul_fin_two]
    simp only [zero_mul, mul_zero, add_zero, zero_add, h, h']
    rw [mul_right_comm u c u, mul_right_comm v c v]
  have hA : (-(τ / 2)) • fieldTerm a = !![-(τ * a / 2), 0; 0, -(-(τ * a / 2))] := by
    ext i j
    fin_cases i <;> fin_cases j <;> simp [fieldTerm] <;> ring
  have hB : (-τ) • couplingTerm b = !![0, -(τ * b); -(τ * b), 0] := by
    ext i j
    fin_cases i <;> fin_cases j <;> simp [couplingTerm]
  have huv : Real.exp (-(τ * a / 2)) * Real.exp (-(-(τ * a / 2))) = 1 := by
    rw [← Real.exp_add, add_neg_cancel, Real.exp_zero]
  rw [trotterStep, hA, hB, exp_diag, exp_coupling, sandwich _ _ huv, ← Real.exp_add,
    ← Real.exp_add, Real.cosh_neg, Real.sinh_neg,
    show -(τ * a / 2) + -(τ * a / 2) = -(τ * a) by ring,
    show -(-(τ * a / 2)) + -(-(τ * a / 2)) = τ * a by ring]
```

Q: A largest eigenvalue and its logarithm both have to make sense. Where is that settled?

A: In the next theorem. `hmem` is the characteristic equation $(\mu-c)^2=c^2-1$, obtained from the unit determinant and the trace $2c$. The larger root is $c+\sqrt{c^2-1}$, and it is at least 1, so its logarithm is an ordinary nonnegative number. The step `hi` identifies $c-\sqrt{c^2-1}$ as its inverse, and `Real.cosh_log` then yields $\cosh(\ln m)=c$.

```lean
/-- The Trotter step has a largest eigenvalue `m`, with `ln m ≥ 0` and
`cosh(ln m) = cosh(τa) cosh(τb)`. -/
theorem largest_eigenvalue (a b τ : ℝ) :
    ∃ m, IsGreatest (eigenvalues (trotterStep a b τ)) m ∧ 0 ≤ Real.log m ∧
      Real.cosh (Real.log m) = Real.cosh (τ * a) * Real.cosh (τ * b) := by
  obtain ⟨c, hc⟩ : ∃ c, c = Real.cosh (τ * a) * Real.cosh (τ * b) := ⟨_, rfl⟩
  have hc1 : 1 ≤ c := by
    rw [hc]
    nlinarith [Real.one_le_cosh (τ * a), Real.one_le_cosh (τ * b)]
  have hs : √(c ^ 2 - 1) ^ 2 = c ^ 2 - 1 := Real.sq_sqrt (by nlinarith)
  have hm1 : 1 ≤ c + √(c ^ 2 - 1) := by linarith [Real.sqrt_nonneg (c ^ 2 - 1)]
  have hm0 : 0 < c + √(c ^ 2 - 1) := by linarith
  -- the characteristic equation, with unit determinant and trace 2c
  have hmem : ∀ μ, μ ∈ eigenvalues (trotterStep a b τ) ↔ (μ - c) ^ 2 = c ^ 2 - 1 := by
    intro μ
    have he : Real.exp (-(τ * a)) * Real.exp (τ * a) = 1 := by
      rw [← Real.exp_add, neg_add_cancel, Real.exp_zero]
    rw [trotterStep_eq, mem_eigenvalues_iff, ← sub_eq_zero (a := (μ - c) ^ 2)]
    refine Eq.congr_left ?_
    rw [hc]
    linear_combination Real.cosh (τ * b) ^ 2 * he + Real.cosh_sq (τ * b) +
      2 * μ * Real.cosh (τ * b) * Real.cosh_eq (τ * a)
  refine ⟨c + √(c ^ 2 - 1), ⟨(hmem _).2 (by linear_combination hs), fun μ hμ => ?_⟩,
    Real.log_nonneg hm1, ?_⟩
  · linarith [(abs_le.1 (Real.abs_le_sqrt ((hmem μ).1 hμ).le)).2]
  · have hi : (c + √(c ^ 2 - 1)) * (c - √(c ^ 2 - 1)) = 1 := by linear_combination -hs
    rw [Real.cosh_log hm0, inv_eq_of_mul_eq_one_right hi, ← hc]
    ring
```

Q: And the inequality between the hyperbolic cosines?

A: It is the term-by-term comparison. `hg` is the series for the mean of $\cosh(x+y)$ and $\cosh(x-y)$. `hasSum_lt` asks for $\le$ in every term and $<$ in one of them; `i := 2` selects the quartic term. `convexOn_pow`, with weights one half, supplies the general term, and $x^2y^2>0$ supplies the strict one.

```lean
/-- For nonzero `x` and `y`, `cosh √(x² + y²)` is strictly less than `cosh x cosh y`. -/
theorem cosh_sqrt_lt {x y : ℝ} (hx : x ≠ 0) (hy : y ≠ 0) :
    Real.cosh √(x ^ 2 + y ^ 2) < Real.cosh x * Real.cosh y := by
  have hg := ((Real.hasSum_cosh (x + y)).add (Real.hasSum_cosh (x - y))).div_const 2
  have hc : (Real.cosh (x + y) + Real.cosh (x - y)) / 2 = Real.cosh x * Real.cosh y := by
    rw [Real.cosh_add, Real.cosh_sub]
    ring
  have hs : ∀ n : ℕ, √(x ^ 2 + y ^ 2) ^ (2 * n) = (x ^ 2 + y ^ 2) ^ n := by
    intro n
    rw [pow_mul, Real.sq_sqrt (by positivity)]
  rw [← hc]
  -- compare the power series term by term; the quartic term is strict
  refine hasSum_lt (i := 2) ?_ ?_ (Real.hasSum_cosh _) hg
  · intro n
    have h := (convexOn_pow (𝕜 := ℝ) n).2 (Set.mem_Ici.2 (sq_nonneg (x + y)))
      (Set.mem_Ici.2 (sq_nonneg (x - y))) (by norm_num : (0 : ℝ) ≤ 1 / 2)
      (by norm_num : (0 : ℝ) ≤ 1 / 2) (by norm_num)
    simp only [smul_eq_mul] at h
    rw [show 1 / 2 * (x + y) ^ 2 + 1 / 2 * (x - y) ^ 2 = x ^ 2 + y ^ 2 by ring,
      ← pow_mul, ← pow_mul] at h
    change √(x ^ 2 + y ^ 2) ^ (2 * n) / ((2 * n).factorial : ℝ) ≤
      ((x + y) ^ (2 * n) / ((2 * n).factorial : ℝ) +
        (x - y) ^ (2 * n) / ((2 * n).factorial : ℝ)) / 2
    rw [hs, ← add_div, div_right_comm]
    exact div_le_div_of_nonneg_right (by linarith) (by positivity)
  · have h : 0 < x ^ 2 * y ^ 2 := by positivity
    change √(x ^ 2 + y ^ 2) ^ (2 * 2) / ((2 * 2).factorial : ℝ) <
      ((x + y) ^ (2 * 2) / ((2 * 2).factorial : ℝ) +
        (x - y) ^ (2 * 2) / ((2 * 2).factorial : ℝ)) / 2
    rw [hs, ← add_div, div_right_comm]
    exact div_lt_div_of_pos_right (by nlinarith) (by positivity)
```

Q: Now the main statement. It takes $m$ and $E$ as given, with hypotheses about them. Could those hypotheses be empty?

A: They cannot. `largest_eigenvalue` and `ground_energy` show that such an $m$ and such an $E$ exist for all real parameters. In words, the theorem says: let $a$ and $b$ be nonzero and $\tau$ positive, let $m$ be the largest eigenvalue of the Trotter step and $E$ the lowest eigenvalue of $A+B$; then $-\ln(m)/\tau<E$, and $E=-\sqrt{a^2+b^2}$.

The proof uses uniqueness of greatest and least elements to identify $m$ and $E$ with the values already found. It inserts $x=\tau a$, $y=\tau b$ into the cosh inequality, removes the cosh with `Real.cosh_lt_cosh`, takes $\tau$ out of the square root and divides by it.

```lean
/-- For nonzero `a`, `b` and `τ > 0`, the energy `-ln(m)/τ` read off from the largest eigenvalue
`m` of the Trotter step lies strictly below the lowest eigenvalue `E = -√(a² + b²)` of `A + B`. -/
theorem trotter_energy_lt_ground {a b τ m E : ℝ} (ha : a ≠ 0) (hb : b ≠ 0) (hτ : 0 < τ)
    (hm : IsGreatest (eigenvalues (trotterStep a b τ)) m)
    (hE : IsLeast (eigenvalues (fieldTerm a + couplingTerm b)) E) :
    -Real.log m / τ < E ∧ E = -√(a ^ 2 + b ^ 2) := by
  have hE' := hE.unique (ground_energy a b)
  obtain ⟨m', hm', hL, hcosh⟩ := largest_eigenvalue a b τ
  rw [← hm.unique hm'] at hL hcosh
  have h := cosh_sqrt_lt (mul_ne_zero hτ.ne' ha) (mul_ne_zero hτ.ne' hb)
  -- cosh is increasing on nonnegative numbers
  rw [← hcosh, Real.cosh_lt_cosh, abs_of_nonneg (Real.sqrt_nonneg _), abs_of_nonneg hL,
    show (τ * a) ^ 2 + (τ * b) ^ 2 = τ ^ 2 * (a ^ 2 + b ^ 2) by ring,
    Real.sqrt_mul (sq_nonneg τ), Real.sqrt_sq hτ.le] at h
  refine ⟨?_, hE'⟩
  rw [hE', div_lt_iff₀ hτ]
  linarith

end

end TrotterEnergyNotVariational
```

```lean
#print axioms TrotterEnergyNotVariational.trotter_energy_lt_ground
```

```
'TrotterEnergyNotVariational.trotter_energy_lt_ground' depends on axioms: [propext, Classical.choice, Quot.sound]
```

Q: What do the conditions $a\ne0$ and $b\ne0$ mean physically?

A: Together they say that $A$ and $B$ do not commute. If either parameter is zero, the terms commute, the Trotter step equals $e^{-\tau(A+B)}$, and the estimate is exactly $E$, so the strict inequality fails.

Q: I run time-evolving block decimation on long chains. What may I take from this?

A: A warning about one way of reading off the energy: already for a single two-level system, with no tensor network and no truncation, the energy $-\ln(m)/\tau$ read off from the largest eigenvalue $m$ of a symmetric imaginary-time Trotter step can lie below the true ground-state energy. A low value of that estimator is therefore not in itself evidence of a better state. The main theorem concerns this one family of Hamiltonians, for every $\tau>0$, and states only the sign of the error. For this family the size follows from $\cosh(\ln m)=\cosh\tau a\,\cosh\tau b$ with $\ln m\ge0$. Many sites and a finite bond dimension are not treated.

Q: Suppose I take the dominant eigenvector of the Trotter step and evaluate the energy in it instead?

A: That is a different estimator. The expectation value of $A+B$ in any normalised state is at least $E$ by the Rayleigh–Ritz principle, whatever procedure produced the state; this is textbook background that the file neither states nor uses. The theorem is about the number obtained from the eigenvalue of the step.
